# Each large outlying eigenvalue adds at most one Krylov dimension to the Chebyshev bound on the energy error

## A harmonic energy, its error and its Krylov spaces

Take a finite system near a stable equilibrium, held in place so that every displacement meets a linear restoring force (a free molecule, which can translate and rotate at no cost, is excluded). In the harmonic approximation, and up to a constant, it has the potential energy $E(x)=\tfrac12\langle x,Ax\rangle-\langle b,x\rangle$, where $x$ is the vector of displacements, $b$ the applied force and $A$ a real symmetric positive definite matrix of force constants. The relaxed structure $x_*$ solves $Ax_*=b$. A few stiff bonds can give $A$ a few eigenvalues far above the rest, and the question is how much they delay an iterative solution.

For a trial vector $x$ the error is $e=x_*-x$, and its energy is $\langle e,Ae\rangle$. This is twice the excess $E(x)-E(x_*)$. The starting vector $x_0$ has error $e_0=x_*-x_0$ and residual $r_0=b-Ax_0=Ae_0$. The Krylov space $K_k(A,r_0)$ is spanned by $r_0,Ar_0,\dots,A^{k-1}r_0$.

The Chebyshev polynomials are fixed by $T_0(y)=1$, $T_1(y)=y$ and $T_{j+2}=2y\,T_{j+1}-T_j$, so that $T_j(\cos\theta)=\cos j\theta$.

## The bound with $r$ stiff modes

Let $0<m<M$. The number $m$ bounds the softest mode from below, and $M$ is the upper edge of the bulk of the spectrum. Suppose that every eigenvalue is at least $m$ and that $r$ of them, counted with multiplicity, exceed $M$ (this number $r$ is unrelated to the residual $r_0$). Write $\gamma=(M+m)/(M-m)$. Then for every $j\ge 0$ some $x\in x_0+K_{r+j}(A,r_0)$ satisfies

$$\langle e,Ae\rangle\le\frac{\langle e_0,Ae_0\rangle}{T_j(\gamma)^2}.$$

Without outliers, $K_j$ gives the same factor. The factor does not depend on how far the outliers lie above $M$, though the initial error energy $\langle e_0,Ae_0\rangle$ can.

This is `outliers_bound`. Its companion `distinct_outliers_bound` is stronger: it only needs at most $r$ *distinct* eigenvalues above $M$, so a degenerate stiff mode counts once.

In Lean the objects read as follows.

- `A` is a real matrix indexed by a finite type `n`. `hA : A.IsHermitian` says that it is symmetric, and `hA.eigenvalues` lists its eigenvalues with multiplicity.
- `hlow` puts every eigenvalue at or above `m`. With `hm : 0 < m` this makes $A$ positive definite, so no separate hypothesis says so.
- `hr` counts the outliers. In the stronger theorem, `image` first merges equal eigenvalues.
- `xs` is $x_*$, and `hb` is the equation $Ax_*=b$.
- `x - x₀ ∈ krylov A (b - A *ᵥ x₀) (r + j)` says that $x$ lies in $x_0+K_{r+j}(A,r_0)$.
- `energy A (xs - x)` is $\langle e,Ae\rangle$, without the factor $\tfrac12$.

The theorems treat finite real symmetric matrices and outliers at the upper end only; a few very soft modes would lower $m$ itself. They give the existence of a good point and describe no algorithm. The link to practice is that the $k$-th conjugate-gradient iterate, in the absence of rounding, minimises the error energy over $x_0+K_k(A,r_0)$, and so does at least as well as the point found here.

## From a polynomial to an error bound

**A polynomial gives a trial vector.** Let $p(t)=1+\sum_{i=0}^{k-1}a_{i+1}t^{i+1}$. Since $Ae_0=r_0$,

$$p(A)e_0=e_0+\sum_{i=0}^{k-1}a_{i+1}A^ir_0 .$$

Hence $x=x_0-\sum_{i=0}^{k-1} a_{i+1}A^ir_0$ lies in $x_0+K_k(A,r_0)$ and has error $x_*-x=p(A)e_0$.

**The energy splits into modes.** Let $u_i$ be orthonormal eigenvectors, $Au_i=\lambda_iu_i$, and let $c_i=\langle u_i,e_0\rangle$. Then $\langle e_0,Ae_0\rangle=\sum_i\lambda_ic_i^2$. The vector $p(A)e_0$ has amplitudes $p(\lambda_i)c_i$, so its energy is $\sum_i\lambda_i\,p(\lambda_i)^2c_i^2$.

**The denominator is at least 1.** Here $\gamma>1$, and $1\le T_j(\gamma)\le T_{j+1}(\gamma)$ follows by induction. It holds for $j=0$, and the recursion gives

$$T_{j+2}(\gamma)-T_{j+1}(\gamma)=2(\gamma-1)T_{j+1}(\gamma)+\bigl(T_{j+1}(\gamma)-T_j(\gamma)\bigr)\ge0 .$$

**The polynomial.** Let $S$ be the set of distinct eigenvalues above $M$, and take

$$p(t)=\prod_{s\in S}\Bigl(1-\frac ts\Bigr)\;\frac{1}{T_j(\gamma)}\,T_j\!\Bigl(\frac{M+m-2t}{M-m}\Bigr).$$

Its degree is at most $|S|+j\le r+j$. At $t=0$ the product is 1 and the argument of $T_j$ is $\gamma$, so $p(0)=1$. It vanishes on $S$. For $m\le t\le M$ each factor $1-t/s$ lies between 0 and 1. The argument of $T_j$ runs from $1$ at $t=m$ to $-1$ at $t=M$, so it is a cosine and $|T_j|\le1$ there. Hence $|p(t)|\le1/T_j(\gamma)$ on $[m,M]$.

**Comparison.** With $k=r+j$, a mode with $\lambda_i>M$ contributes nothing to the new energy. Every other mode contributes $\lambda_ip(\lambda_i)^2c_i^2\le\lambda_ic_i^2/T_j(\gamma)^2$. Summing over $i$ gives the bound.

## Three stiff modes in a conjugate-gradient run

Consider one linear solve $Ax=b$ in a structure relaxation, with a finite, positive definite Hessian whose eigenvalues lie in $[1,100]$ except for three at $10^6$. Each conjugate-gradient iteration applies $A$ once and enlarges the Krylov space by at most one dimension.

Here $\gamma=101/99$, and $T_{40}(\gamma)\approx1.5\times10^3$. After $3+40=43$ iterations without rounding, the error energy has therefore fallen by a factor of more than $2\times10^6$. If the whole spectrum is instead placed in the single interval $[1,10^6]$, the Chebyshev bound for 43 iterations promises a reduction of less than one per cent. Since the three stiff eigenvalues coincide, the version with distinct outliers gives the first figure after 41 iterations.

## The smallest values of $j$

For $j=0$ the bound only says that the energy need not grow, which $x=x_0$ already achieves. For $j=1$ the factor is $1/\gamma^2=\bigl((M-m)/(M+m)\bigr)^2$. With $r=0$ this is reached on the line through $x_0$ along the residual, where steepest descent searches. With one outlier, the plane through $x_0$ along $r_0$ and $Ar_0$ suffices for the same factor.

## The complete Lean source

```lean
import Mathlib

open Polynomial Matrix

namespace OutlyingEigenvalues

noncomputable section

variable {n : Type*} [Fintype n] [DecidableEq n] {A : Matrix n n ℝ}

/-- The energy `⟨e, A e⟩` of an error vector `e`. -/
def energy (A : Matrix n n ℝ) (e : n → ℝ) : ℝ := e ⬝ᵥ (A *ᵥ e)

/-- The Krylov space `K_k(A, v)`, spanned by `v, A v, …, A^(k-1) v`. -/
def krylov (A : Matrix n n ℝ) (v : n → ℝ) (k : ℕ) : Submodule ℝ (n → ℝ) :=
  Submodule.span ℝ {w | ∃ i < k, w = (A ^ i) *ᵥ v}

/-- The amplitude of `v` along the `i`-th normalised eigenvector of the symmetric matrix `A`. -/
def mode (hA : A.IsHermitian) (i : n) (v : n → ℝ) : ℝ :=
  (hA.eigenvectorBasis i).ofLp ⬝ᵥ v

/-- Applying a symmetric `A` multiplies each eigenmode amplitude by its eigenvalue. -/
theorem mode_mulVec (hA : A.IsHermitian) (i : n) (v : n → ℝ) :
    mode hA i (A *ᵥ v) = hA.eigenvalues i * mode hA i v := by
  have hT : Aᵀ = A := by
    rw [← Matrix.conjTranspose_eq_transpose_of_trivial]
    exact hA
  have h : A *ᵥ (hA.eigenvectorBasis i).ofLp
      = hA.eigenvalues i • (hA.eigenvectorBasis i).ofLp := hA.mulVec_eigenvectorBasis i
  unfold mode
  rw [Matrix.dotProduct_mulVec, ← Matrix.mulVec_transpose, hT, h, smul_dotProduct, smul_eq_mul]

/-- For symmetric `A`, a polynomial `p(A)` multiplies each eigenmode amplitude by the value of
`p` at the eigenvalue. -/
theorem mode_aeval (hA : A.IsHermitian) (i : n) (v : n → ℝ) (p : ℝ[X]) :
    mode hA i (aeval A p *ᵥ v) = p.eval (hA.eigenvalues i) * mode hA i v := by
  have hpow : ∀ k : ℕ, mode hA i ((A ^ k) *ᵥ v) = hA.eigenvalues i ^ k * mode hA i v := by
    intro k
    induction k with
    | zero => simp
    | succ k ih => rw [pow_succ', ← Matrix.mulVec_mulVec, mode_mulVec, ih]; ring
  induction p using Polynomial.induction_on' with
  | add p q hp hq =>
    rw [map_add, Matrix.add_mulVec, eval_add, add_mul, ← hp, ← hq]
    exact dotProduct_add _ _ _
  | monomial k a =>
    rw [aeval_monomial, ← Algebra.smul_def, Matrix.smul_mulVec, eval_monomial, mul_assoc,
      ← hpow k]
    exact dotProduct_smul _ _ _

/-- For symmetric `A`, the energy is the sum over eigenmodes of eigenvalue times squared
amplitude. -/
theorem energy_eq_sum_modes (hA : A.IsHermitian) (v : n → ℝ) :
    energy A v = ∑ i, hA.eigenvalues i * mode hA i v ^ 2 := by
  have hin : ∀ x y : EuclideanSpace ℝ n, inner ℝ x y = x.ofLp ⬝ᵥ y.ofLp := by
    intro x y
    simp [PiLp.inner_apply, dotProduct, mul_comm]
  -- Parseval's identity in the eigenbasis
  have h : ∑ i, (v ⬝ᵥ (hA.eigenvectorBasis i).ofLp) *
      ((hA.eigenvectorBasis i).ofLp ⬝ᵥ (A *ᵥ v)) = v ⬝ᵥ (A *ᵥ v) := by
    simpa only [hin] using hA.eigenvectorBasis.sum_inner_mul_inner
      (WithLp.toLp 2 v) (WithLp.toLp 2 (A *ᵥ v))
  unfold energy
  rw [← h]
  refine Finset.sum_congr rfl fun i _ => ?_
  rw [dotProduct_comm v]
  change mode hA i v * mode hA i (A *ᵥ v) = _
  rw [mode_mulVec]
  ring

/-- If `A xs = b`, every polynomial `p` of degree at most `k` with `p(0) = 1` gives a point of
`x₀ + K_k(A, b - A x₀)` whose error is `p(A)` applied to the initial error. -/
theorem exists_krylov_point {xs b : n → ℝ} (hb : A *ᵥ xs = b) (x₀ : n → ℝ) {k : ℕ}
    {p : ℝ[X]} (hdeg : p.natDegree ≤ k) (h0 : p.eval 0 = 1) :
    ∃ x, x - x₀ ∈ krylov A (b - A *ᵥ x₀) k ∧ xs - x = aeval A p *ᵥ (xs - x₀) := by
  have hr : A *ᵥ (xs - x₀) = b - A *ᵥ x₀ := by rw [Matrix.mulVec_sub, hb]
  have hs : ∀ l : ℕ, (∑ i ∈ Finset.range l, p.coeff (i + 1) • A ^ (i + 1)) *ᵥ (xs - x₀)
      = ∑ i ∈ Finset.range l, p.coeff (i + 1) • ((A ^ i) *ᵥ (b - A *ᵥ x₀)) := by
    intro l
    induction l with
    | zero => simp
    | succ l ih =>
      rw [Finset.sum_range_succ, Finset.sum_range_succ, Matrix.add_mulVec, ih,
        Matrix.smul_mulVec, pow_succ, ← Matrix.mulVec_mulVec, hr]
  refine ⟨x₀ - ∑ i ∈ Finset.range k, p.coeff (i + 1) • ((A ^ i) *ᵥ (b - A *ᵥ x₀)), ?_, ?_⟩
  · rw [sub_sub_cancel_left]
    refine Submodule.neg_mem _ (Submodule.sum_mem _ fun i hi => Submodule.smul_mem _ _ ?_)
    exact Submodule.subset_span ⟨i, Finset.mem_range.1 hi, rfl⟩
  · rw [aeval_eq_sum_range' (Nat.lt_succ_of_le hdeg), Finset.sum_range_succ',
      Matrix.add_mulVec, hs, coeff_zero_eq_eval_zero, h0, pow_zero, one_smul, Matrix.one_mulVec]
    abel

/-- At a point `x ≥ 1` the Chebyshev polynomials are at least 1 and do not decrease with `j`. -/
theorem chebyshev_one_le {x : ℝ} (hx : 1 ≤ x) (j : ℕ) :
    1 ≤ (Chebyshev.T ℝ j).eval x ∧
      (Chebyshev.T ℝ j).eval x ≤ (Chebyshev.T ℝ ((j + 1 : ℕ) : ℤ)).eval x := by
  induction j with
  | zero => simpa using hx
  | succ j ih =>
    obtain ⟨h1, h2⟩ := ih
    have hrec : Chebyshev.T ℝ ((j + 2 : ℕ) : ℤ)
        = 2 * X * Chebyshev.T ℝ ((j + 1 : ℕ) : ℤ) - Chebyshev.T ℝ (j : ℤ) := by
      push_cast
      exact Chebyshev.T_add_two ℝ j
    refine ⟨h1.trans h2, ?_⟩
    change _ ≤ (Chebyshev.T ℝ ((j + 2 : ℕ) : ℤ)).eval x
    rw [hrec]
    simp only [eval_sub, eval_mul, eval_X, eval_ofNat]
    nlinarith [mul_nonneg (sub_nonneg.2 hx) (zero_le_one.trans (h1.trans h2))]

/-- For `0 < m < M` and a finite set `S` of numbers above `M`, some polynomial of degree at most
`|S| + j` is 1 at 0, vanishes on `S`, and is at most `1/T_j((M+m)/(M-m))` in modulus
on `[m, M]`. -/
theorem exists_filter_polynomial {m M : ℝ} (hm : 0 < m) (hmM : m < M) (S : Finset ℝ)
    (hS : ∀ s ∈ S, M < s) (j : ℕ) :
    ∃ p : ℝ[X], p.natDegree ≤ S.card + j ∧ p.eval 0 = 1 ∧ (∀ s ∈ S, p.eval s = 0) ∧
      ∀ t ∈ Set.Icc m M, |p.eval t| ≤ 1 / (Chebyshev.T ℝ j).eval ((M + m) / (M - m)) := by
  have hd : 0 < M - m := sub_pos.2 hmM
  have hT : 0 < (Chebyshev.T ℝ j).eval ((M + m) / (M - m)) :=
    zero_lt_one.trans_le (chebyshev_one_le ((one_le_div hd).2 (by linarith)) j).1
  have hci := inv_pos.2 hT
  have hpos : ∀ s ∈ S, 0 < s := fun s hs => hm.trans (hmM.trans (hS s hs))
  -- one linear factor per outlier, times the normalised Chebyshev polynomial of `[m, M]`
  refine ⟨(∏ s ∈ S, (1 - C s⁻¹ * X)) *
    (C ((Chebyshev.T ℝ j).eval ((M + m) / (M - m)))⁻¹ *
      (Chebyshev.T ℝ j).comp (C ((M + m) / (M - m)) - C (2 / (M - m)) * X)), ?_, ?_, ?_, ?_⟩
  · refine natDegree_mul_le.trans (add_le_add ?_ ?_)
    · refine (natDegree_prod_le _ _).trans ?_
      have := Finset.sum_le_card_nsmul S (fun s => (1 - C s⁻¹ * X : ℝ[X]).natDegree) 1
        (fun s _ => by compute_degree)
      simpa using this
    · refine (natDegree_C_mul_le _ _).trans (natDegree_comp_le.trans ?_)
      have h1 : (C ((M + m) / (M - m)) - C (2 / (M - m)) * X : ℝ[X]).natDegree ≤ 1 := by
        compute_degree
      have h2 : (Chebyshev.T ℝ j).natDegree = j := by
        rw [Chebyshev.natDegree_T]
        simp
      rw [h2]
      exact (Nat.mul_le_mul_left j h1).trans (mul_one j).le
  · simp only [eval_mul, eval_prod, eval_sub, eval_one, eval_C, eval_X, eval_comp, mul_zero,
      sub_zero, Finset.prod_const_one, one_mul]
    exact inv_mul_cancel₀ hT.ne'
  · intro s hs
    have hs0 : s ≠ 0 := (hpos s hs).ne'
    rw [eval_mul, eval_prod, Finset.prod_eq_zero hs (by simp [hs0]), zero_mul]
  · rintro t ⟨ht1, ht2⟩
    simp only [eval_mul, eval_prod, eval_sub, eval_one, eval_C, eval_X, eval_comp]
    have h1 : |∏ s ∈ S, (1 - s⁻¹ * t)| ≤ 1 := by
      rw [Finset.abs_prod]
      refine Finset.prod_le_one (fun _ _ => abs_nonneg _) fun s hs => ?_
      have ha : 0 ≤ s⁻¹ * t := mul_nonneg (inv_pos.2 (hpos s hs)).le (by linarith)
      have hb : s⁻¹ * t ≤ 1 := by
        rw [inv_mul_le_iff₀ (hpos s hs)]
        linarith [hS s hs]
      exact abs_le.2 ⟨by linarith, by linarith⟩
    have h2 : |(Chebyshev.T ℝ j).eval ((M + m) / (M - m) - 2 / (M - m) * t)| ≤ 1 := by
      rw [show (M + m) / (M - m) - 2 / (M - m) * t = (M + m - 2 * t) / (M - m) by ring]
      have hy1 : -1 ≤ (M + m - 2 * t) / (M - m) := by
        rw [le_div_iff₀ hd]
        linarith
      have hy2 : (M + m - 2 * t) / (M - m) ≤ 1 := by
        rw [div_le_iff₀ hd]
        linarith
      rw [← Real.cos_arccos hy1 hy2, Chebyshev.T_real_cos]
      exact Real.abs_cos_le_one _
    rw [abs_mul, abs_mul, abs_of_pos hci]
    refine (mul_le_mul h1 (mul_le_mul_of_nonneg_left h2 hci.le)
      (mul_nonneg hci.le (abs_nonneg _)) zero_le_one).trans (le_of_eq ?_)
    rw [one_mul, mul_one, one_div]

/-- Let `A` be symmetric with `A xs = b`, all eigenvalues at least `m`, and at most `r` distinct
ones above `M`, where `0 < m < M`. Then some point of `x₀ + K_(r+j)(A, b - A x₀)` has at most the
initial error energy divided by `T_j((M+m)/(M-m))²`. -/
theorem distinct_outliers_bound (hA : A.IsHermitian) {m M : ℝ} (hm : 0 < m) (hmM : m < M)
    (hlow : ∀ i, m ≤ hA.eigenvalues i) {r : ℕ}
    (hr : ((Finset.univ.filter fun i => M < hA.eigenvalues i).image hA.eigenvalues).card ≤ r)
    {xs b : n → ℝ} (hb : A *ᵥ xs = b) (x₀ : n → ℝ) (j : ℕ) :
    ∃ x, x - x₀ ∈ krylov A (b - A *ᵥ x₀) (r + j) ∧ energy A (xs - x) ≤
      energy A (xs - x₀) / (Chebyshev.T ℝ j).eval ((M + m) / (M - m)) ^ 2 := by
  obtain ⟨p, hdeg, h0, hpS, hp⟩ := exists_filter_polynomial hm hmM
    ((Finset.univ.filter fun i => M < hA.eigenvalues i).image hA.eigenvalues) (by
      intro s hs
      obtain ⟨i, hi, rfl⟩ := Finset.mem_image.1 hs
      exact (Finset.mem_filter.1 hi).2) j
  obtain ⟨x, hx, he⟩ := exists_krylov_point hb x₀ (hdeg.trans (Nat.add_le_add_right hr j)) h0
  refine ⟨x, hx, ?_⟩
  rw [he, energy_eq_sum_modes hA, energy_eq_sum_modes hA, Finset.sum_div]
  -- compare the two energies mode by mode
  refine Finset.sum_le_sum fun i _ => ?_
  have hl : 0 ≤ hA.eigenvalues i := hm.le.trans (hlow i)
  rw [mode_aeval]
  rcases lt_or_ge M (hA.eigenvalues i) with h | h
  · rw [hpS _ (Finset.mem_image_of_mem _ (Finset.mem_filter.2 ⟨Finset.mem_univ i, h⟩)),
      zero_mul, zero_pow two_ne_zero, mul_zero]
    exact div_nonneg (mul_nonneg hl (sq_nonneg _)) (sq_nonneg _)
  · have h2 := pow_le_pow_left₀ (abs_nonneg _) (hp _ ⟨hlow i, h⟩) 2
    rw [sq_abs, div_pow, one_pow] at h2
    have h3 := mul_le_mul_of_nonneg_left h2
      (mul_nonneg hl (sq_nonneg (mode hA i (xs - x₀))))
    rw [mul_one_div] at h3
    refine le_trans (le_of_eq ?_) h3
    ring

/-- Let `A` be symmetric with `A xs = b`, all eigenvalues at least `m`, and `r` of them, counted
with multiplicity, above `M`, where `0 < m < M`. Then some point of `x₀ + K_(r+j)(A, b - A x₀)`
has at most the initial error energy divided by `T_j((M+m)/(M-m))²`. -/
theorem outliers_bound (hA : A.IsHermitian) {m M : ℝ} (hm : 0 < m) (hmM : m < M)
    (hlow : ∀ i, m ≤ hA.eigenvalues i) {r : ℕ}
    (hr : (Finset.univ.filter fun i => M < hA.eigenvalues i).card = r)
    {xs b : n → ℝ} (hb : A *ᵥ xs = b) (x₀ : n → ℝ) (j : ℕ) :
    ∃ x, x - x₀ ∈ krylov A (b - A *ᵥ x₀) (r + j) ∧ energy A (xs - x) ≤
      energy A (xs - x₀) / (Chebyshev.T ℝ j).eval ((M + m) / (M - m)) ^ 2 :=
  distinct_outliers_bound hA hm hmM hlow (Finset.card_image_le.trans hr.le) hb x₀ j

end

end OutlyingEigenvalues
```

```lean
#print axioms OutlyingEigenvalues.outliers_bound
-- 'OutlyingEigenvalues.outliers_bound' depends on axioms: [propext, Classical.choice, Quot.sound]
```

## How the lemmas carry the argument

**Modes.** `mode` is the amplitude along a normalised eigenvector. `mode_mulVec` uses the symmetry of $A$ to move it onto the eigenvector, which produces the factor $\lambda_i$. `mode_aeval` extends this to powers by induction, and then to polynomials through sums and monomials. `energy_eq_sum_modes` is Parseval's identity for the vectors $v$ and $Av$.

**The trial vector.** `exists_krylov_point` supplies the explicit $x$. Its inner statement `hs` turns each $A^{i+1}e_0$ into $A^ir_0$. `Finset.sum_range_succ'` splits off the constant coefficient, which is $p(0)=1$.

**The Chebyshev values.** `chebyshev_one_le` carries both inequalities through one induction, and `nlinarith` closes the step from the product of $\gamma-1\ge0$ and $T_{j+1}(\gamma)\ge0$.

**The polynomial.** `exists_filter_polynomial` writes down $p$, with the argument of $T_j$ in the form $\gamma-2t/(M-m)$, and proves four properties in turn: degree, value at 0, zeros on `S`, and size on $[m,M]$. In the last part, `h1` bounds the product and `h2` bounds the Chebyshev factor by writing its argument as the cosine of its arccosine.

**The two theorems.** `distinct_outliers_bound` takes `S` to be the set of distinct eigenvalues above `M`, rewrites both energies as sums over modes and compares them term by term. The split `lt_or_ge` separates the outliers, where $p$ vanishes, from the bulk, where the squared bound on $p$ is multiplied by $\lambda_ic_i^2\ge0$. `outliers_bound` follows because merging equal eigenvalues cannot increase their number, which is `Finset.card_image_le`.
